# A single volcano peak for the two-step Langmuir cycle with opposing exponential rate constants

In descriptor-based catalyst screening, a binding energy computed for each surface is placed on a volcano curve to rank the candidates by predicted rate. Take an irreversible two-step cycle in which one rate constant falls and the other rises exponentially with the descriptor, with the same prefactors and slopes for all candidates. Of two candidates on the same side of the peak, the nearer one is then faster. Across the peak this rule can fail: if the two slopes differ, a candidate farther from the peak can be the faster one.

```lean
import Mathlib

open Real

namespace SabatierVolcano

noncomputable section
```

## Rate constants and steady coverage

Let x be the binding descriptor, with larger x meaning weaker binding. Adsorption slows and desorption speeds up as x grows:

k₁(x) = A exp(-αx), k₂(x) = B exp(βx)

The prefactors A and B are positive and have the same units; A can absorb a fixed reactant pressure. The positive slopes α and β stand for activation barriers that vary linearly with x, at fixed temperature. All quantities are real numbers in fixed units.

```lean
/-- Adsorption rate constant with prefactor `A` and slope `α` in the binding descriptor `x`. -/
def adsRate (A α x : ℝ) : ℝ := A * exp (-(α * x))

/-- Desorption rate constant with prefactor `B` and slope `β` in the binding descriptor `x`. -/
def desRate (B β x : ℝ) : ℝ := B * exp (β * x)
```

A fraction θ of identical sites is occupied. Adsorption needs a free site, and desorption releases the product from an occupied one. Reverse steps and interactions between adsorbates are neglected. At steady state

k₁(1-θ) = k₂θ

`IsSteady` is this equation alone. For positive rate constants its solution is θ = k₁/(k₁+k₂), which lies between 0 and 1.

```lean
/-- Steady state of the coverage `θ`: adsorption on free sites balances desorption. -/
def IsSteady (k₁ k₂ θ : ℝ) : Prop := k₁ * (1 - θ) = k₂ * θ
```

Two further definitions name the rate expression and its value r(x) along the descriptor axis.

```lean
/-- The rate expression `k₁ k₂ / (k₁ + k₂)` of the two-step cycle, for `k₁ + k₂ ≠ 0`. -/
def cycleRate (k₁ k₂ : ℝ) : ℝ := k₁ * k₂ / (k₁ + k₂)

/-- The cycle rate as a function of the descriptor `x`, for positive prefactors. -/
def turnover (A B α β x : ℝ) : ℝ := cycleRate (adsRate A α x) (desRate B β x)
```

The candidate for the peak position is

x* = ln(βA/(αB))/(α+β)

At this stage `peak` is only a name for that number.

```lean
/-- The descriptor value `ln(βA/(αB))/(α+β)`, for positive prefactors and slopes. -/
def peak (A B α β : ℝ) : ℝ := log (β * A / (α * B)) / (α + β)
```

Both rate constants are positive, being products of a positive prefactor and an exponential.

```lean
variable {A B α β : ℝ}

lemma adsRate_pos (hA : 0 < A) (x : ℝ) : 0 < adsRate A α x :=
  mul_pos hA (exp_pos _)

lemma desRate_pos (hB : 0 < B) (x : ℝ) : 0 < desRate B β x :=
  mul_pos hB (exp_pos _)
```

## The flux and its limiting step

Multiplying the balance equation by k₂ and collecting the terms in θ gives k₂θ(k₁+k₂) = k₁k₂, hence

k₂θ = k₁k₂/(k₁+k₂)

The proof clears the denominator and uses the same multiple of the balance equation.

```lean
/-- For positive rate constants, the desorption flux `k₂ θ` at steady state is
`k₁ k₂ / (k₁ + k₂)`. -/
theorem steady_flux {k₁ k₂ θ : ℝ} (h₁ : 0 < k₁) (h₂ : 0 < k₂) (h : IsSteady k₁ k₂ θ) :
    k₂ * θ = cycleRate k₁ k₂ := by
  unfold IsSteady at h
  unfold cycleRate
  rw [eq_div_iff (add_pos h₁ h₂).ne']
  linear_combination (-k₂) * h
```

Write m for the smaller rate constant and M for the larger. Then

r = m · M/(m+M), with 1/2 ≤ M/(m+M) < 1

so m/2 ≤ r < m: the smaller rate constant fixes the rate to within a factor of two. In Lean the rate constants are replaced by arbitrary positive numbers, and the lower bound is split by which of them is smaller.

```lean
/-- For positive prefactors, the turnover lies below the smaller of the two rate constants
and is at least half of it. -/
theorem turnover_bounds (hA : 0 < A) (hB : 0 < B) (x : ℝ) :
    min (adsRate A α x) (desRate B β x) / 2 ≤ turnover A B α β x ∧
      turnover A B α β x < min (adsRate A α x) (desRate B β x) := by
  have h₁ := adsRate_pos (α := α) hA x
  have h₂ := desRate_pos (β := β) hB x
  unfold turnover cycleRate
  generalize adsRate A α x = k₁ at *
  generalize desRate B β x = k₂ at *
  have hs : 0 < k₁ + k₂ := add_pos h₁ h₂
  constructor
  · rw [le_div_iff₀ hs]
    rcases le_total k₁ k₂ with h | h
    · rw [min_eq_left h]
      nlinarith [mul_nonneg h₁.le (sub_nonneg.2 h)]
    · rw [min_eq_right h]
      nlinarith [mul_nonneg h₂.le (sub_nonneg.2 h)]
  · apply lt_min
    · rw [div_lt_iff₀ hs]
      nlinarith [mul_pos h₁ h₁]
    · rw [div_lt_iff₀ hs]
      nlinarith [mul_pos h₂ h₂]
```

## Where the slopes balance

By definition exp((α+β)x*) = βA/(αB). Therefore

αk₂/(βk₁) = (αB/(βA)) exp((α+β)x) = exp((α+β)(x-x*))

At the peak αk₂ = βk₁, so the two rate constants are equal there only if α = β. In the proof, `hp` evaluates the exponential at x*, and `hx` splits the exponential of the difference.

```lean
/-- For positive prefactors and slopes, the slope-weighted rate constants `α k₂` and `β k₁` differ
by a factor exponential in the signed displacement `x - peak`. -/
theorem weighted_balance (hA : 0 < A) (hB : 0 < B) (hα : 0 < α) (hβ : 0 < β) (x : ℝ) :
    α * desRate B β x =
      β * adsRate A α x * exp ((α + β) * (x - peak A B α β)) := by
  have hp : exp ((α + β) * peak A B α β) = β * A / (α * B) := by
    have h : (α + β) * peak A B α β = log (β * A / (α * B)) := by
      unfold peak
      exact mul_div_cancel₀ _ (add_pos hα hβ).ne'
    rw [h, exp_log (by positivity)]
  have hx : exp ((α + β) * (x - peak A B α β)) =
      exp (α * x) * exp (β * x) / exp ((α + β) * peak A B α β) := by
    rw [← exp_add, ← exp_sub]
    congr 1
    ring
  rw [hx, hp]
  unfold adsRate desRate
  rw [exp_neg]
  have hE := exp_pos (α * x)
  generalize exp (α * x) = E at *
  field_simp
```

## The reciprocal rate and its tangents

The reciprocal rate is a sum of two exponentials:

g(x) = 1/r(x) = 1/k₁(x) + 1/k₂(x)

Its slope at y is g′(y) = α/k₁(y) - β/k₂(y). With d = x-y ≠ 0,

g(x) = exp(αd)/k₁(y) + exp(-βd)/k₂(y)

Applying 1+u < exp u to u = αd and u = -βd gives

g(x) > g(y) + d g′(y)

The Lean statement writes the slope out explicitly, so no derivative is taken. `h₁` and `h₂` shift the exponentials from y to x; `e₁` and `e₂` are the two tangent inequalities.

```lean
/-- For positive prefactors and nonzero slopes, the reciprocal turnover `1/k₁ + 1/k₂` lies
strictly above each of its tangents away from the point of contact `y`. -/
theorem reciprocal_above_tangent (hA : 0 < A) (hB : 0 < B) (hα : α ≠ 0) (hβ : β ≠ 0)
    {x y : ℝ} (hxy : x ≠ y) :
    (adsRate A α y)⁻¹ + (desRate B β y)⁻¹ +
        (x - y) * (α * (adsRate A α y)⁻¹ - β * (desRate B β y)⁻¹) <
      (adsRate A α x)⁻¹ + (desRate B β x)⁻¹ := by
  have hd : x - y ≠ 0 := sub_ne_zero.2 hxy
  have h₁ : (adsRate A α x)⁻¹ = (adsRate A α y)⁻¹ * exp (α * (x - y)) := by
    have h : adsRate A α y = adsRate A α x * exp (α * (x - y)) := by
      unfold adsRate
      rw [mul_assoc, ← exp_add]
      congr 2
      ring
    rw [h, mul_inv, mul_assoc, inv_mul_cancel₀ (exp_pos _).ne', mul_one]
  have h₂ : (desRate B β x)⁻¹ = (desRate B β y)⁻¹ * exp (-β * (x - y)) := by
    have h : desRate B β y = desRate B β x * exp (-β * (x - y)) := by
      unfold desRate
      rw [mul_assoc, ← exp_add]
      congr 2
      ring
    rw [h, mul_inv, mul_assoc, inv_mul_cancel₀ (exp_pos _).ne', mul_one]
  -- each exponential lies strictly above its tangent
  have e₁ := mul_lt_mul_of_pos_left (add_one_lt_exp (mul_ne_zero hα hd))
    (inv_pos.2 (adsRate_pos (α := α) hA y))
  have e₂ := mul_lt_mul_of_pos_left (add_one_lt_exp (mul_ne_zero (neg_ne_zero.2 hβ) hd))
    (inv_pos.2 (desRate_pos (β := β) hB y))
  rw [h₁, h₂]
  linarith
```

Dividing the slope balance at y by k₁k₂ turns the slope into

g′(y) = (β/k₂(y)) (exp((α+β)(y-x*)) - 1)

If x < y ≤ x*, then d < 0 and g′(y) ≤ 0. If x* ≤ y < x, then d > 0 and g′(y) ≥ 0. Either way d g′(y) ≥ 0, so g(x) > g(y) and r(x) < r(y). These steps are `hs`, `hn` and the final inversion of positive numbers.

```lean
/-- For positive prefactors and slopes, moving the descriptor from `x` towards the peak,
without crossing it, strictly raises the turnover. -/
theorem turnover_lt_of_towards_peak (hA : 0 < A) (hB : 0 < B) (hα : 0 < α) (hβ : 0 < β)
    {x y : ℝ} (h : (x < y ∧ y ≤ peak A B α β) ∨ (peak A B α β ≤ y ∧ y < x)) :
    turnover A B α β x < turnover A B α β y := by
  have hne : x ≠ y := by
    rcases h with h | h
    · exact h.1.ne
    · exact h.2.ne'
  have ht := reciprocal_above_tangent hA hB hα.ne' hβ.ne' hne
  have hb := weighted_balance hA hB hα hβ y
  have p₁ := adsRate_pos (α := α) hA y
  have p₂ := desRate_pos (β := β) hB y
  have q₁ := adsRate_pos (α := α) hA x
  have q₂ := desRate_pos (β := β) hB x
  have hab : 0 ≤ α + β := (add_pos hα hβ).le
  -- the slope of the reciprocal rate has the sign of `y - peak`
  have hs : α * (adsRate A α y)⁻¹ - β * (desRate B β y)⁻¹ =
      β * (desRate B β y)⁻¹ * (exp ((α + β) * (y - peak A B α β)) - 1) := by
    have h' : α * (adsRate A α y)⁻¹ =
        β * (desRate B β y)⁻¹ * exp ((α + β) * (y - peak A B α β)) := by
      rw [← div_eq_mul_inv, ← div_eq_mul_inv, div_mul_eq_mul_div,
        div_eq_div_iff p₁.ne' p₂.ne']
      linear_combination hb
    rw [h']
    ring
  have hc : 0 ≤ β * (desRate B β y)⁻¹ := by positivity
  have hn : 0 ≤ (x - y) * (α * (adsRate A α y)⁻¹ - β * (desRate B β y)⁻¹) := by
    rw [hs]
    rcases h with ⟨hxy, hy⟩ | ⟨hy, hxy⟩
    · have he := exp_le_one_iff.2
        (mul_nonpos_iff.2 (Or.inl ⟨hab, sub_nonpos.2 hy⟩))
      exact mul_nonneg_iff.2 (Or.inr ⟨by linarith,
        mul_nonpos_iff.2 (Or.inl ⟨hc, by linarith⟩)⟩)
    · have he := one_le_exp (mul_nonneg hab (sub_nonneg.2 hy))
      exact mul_nonneg (by linarith) (mul_nonneg hc (by linarith))
  unfold turnover cycleRate
  rw [← inv_div, ← inv_div (adsRate A α y + desRate B β y),
    ← inv_add_inv q₁.ne' q₂.ne', ← inv_add_inv p₁.ne' p₂.ne']
  exact inv_strictAnti₀ (by positivity) (by linarith)
```

Read over all such pairs, this says that r rises strictly on (-∞, x*] and falls strictly on [x*, ∞).

```lean
/-- The two flanks of the volcano: for positive prefactors and slopes the turnover rises
strictly up to the peak and falls strictly beyond it. -/
theorem volcano_flanks (hA : 0 < A) (hB : 0 < B) (hα : 0 < α) (hβ : 0 < β) :
    StrictMonoOn (turnover A B α β) (Set.Iic (peak A B α β)) ∧
      StrictAntiOn (turnover A B α β) (Set.Ici (peak A B α β)) :=
  ⟨fun _ _ _ hy hxy => turnover_lt_of_towards_peak hA hB hα hβ (Or.inl ⟨hxy, hy⟩),
    fun _ hy _ _ hyx => turnover_lt_of_towards_peak hA hB hα hβ (Or.inr ⟨hy, hyx⟩)⟩
```

## The maximum and the coverage there

Taking y = x* gives r(x) < r(x*) for every x ≠ x*. The theorem states this for the desorption fluxes k₂θ of steady states, which `steady_flux` converts into rates.

```lean
/-- For positive prefactors and slopes, the steady-state desorption flux at any descriptor
value other than the peak is strictly smaller than the steady-state flux at the peak. -/
theorem volcano_maximum (hA : 0 < A) (hB : 0 < B) (hα : 0 < α) (hβ : 0 < β)
    {x θ θ' : ℝ} (hx : x ≠ peak A B α β)
    (h : IsSteady (adsRate A α x) (desRate B β x) θ)
    (h' : IsSteady (adsRate A α (peak A B α β)) (desRate B β (peak A B α β)) θ') :
    desRate B β x * θ < desRate B β (peak A B α β) * θ' := by
  rw [steady_flux (adsRate_pos hA _) (desRate_pos hB _) h,
    steady_flux (adsRate_pos hA _) (desRate_pos hB _) h']
  apply turnover_lt_of_towards_peak hA hB hα hβ
  rcases lt_or_gt_of_ne hx with hlt | hgt
  · exact Or.inl ⟨hlt, le_rfl⟩
  · exact Or.inr ⟨le_rfl, hgt⟩
```

Since θ = k₁/(k₁+k₂), the condition θ = α/(α+β) is equivalent to βk₁ = αk₂. By the slope balance this means exp((α+β)(x-x*)) = 1, that is, x = x*. The optimal coverage thus depends on the slopes but not on the prefactors.

```lean
/-- For positive prefactors and slopes, the steady-state coverage equals `α/(α+β)` exactly
when the descriptor sits at the peak. -/
theorem optimal_coverage (hA : 0 < A) (hB : 0 < B) (hα : 0 < α) (hβ : 0 < β)
    {x θ : ℝ} (h : IsSteady (adsRate A α x) (desRate B β x) θ) :
    θ = α / (α + β) ↔ x = peak A B α β := by
  have hab : α + β ≠ 0 := (add_pos hα hβ).ne'
  have hb := weighted_balance hA hB hα hβ x
  have p₁ := adsRate_pos (α := α) hA x
  have p₂ := desRate_pos (β := β) hB x
  unfold IsSteady at h
  rw [eq_div_iff hab]
  constructor
  · intro hθ
    have hk : α * desRate B β x = β * adsRate A α x := by
      linear_combination (-(α + β)) * h - (adsRate A α x + desRate B β x) * hθ
    have he : exp ((α + β) * (x - peak A B α β)) = 1 := by
      apply mul_left_cancel₀ (mul_pos hβ p₁).ne'
      rw [← hb, hk, mul_one]
    exact sub_eq_zero.1 ((mul_eq_zero.1 ((exp_eq_one_iff _).1 he)).resolve_left hab)
  · intro hx
    have he : exp ((α + β) * (x - peak A B α β)) = 1 := by
      rw [hx, sub_self, mul_zero, exp_zero]
    rw [he, mul_one] at hb
    apply mul_right_cancel₀ p₂.ne'
    linear_combination (-β) * h + (θ - 1) * hb
```

For A = B = 1 the peak lies at

x₀ = ln(β/α)/(α+β)

and the last theorem restates the strict maximum with the exponentials written out.

```lean
/-- With unit prefactors and positive slopes, the rate `k₁ k₂/(k₁ + k₂)` has its unique
maximum at `x₀ = ln(β/α)/(α+β)`. -/
theorem unit_prefactor_maximum (hα : 0 < α) (hβ : 0 < β) {x x₀ : ℝ}
    (h₀ : x₀ = log (β / α) / (α + β)) (hx : x ≠ x₀) :
    cycleRate (exp (-(α * x))) (exp (β * x)) <
      cycleRate (exp (-(α * x₀))) (exp (β * x₀)) := by
  have hp : peak 1 1 α β = x₀ := by
    rw [h₀, peak, mul_one, mul_one]
  have h := turnover_lt_of_towards_peak (x := x) (y := x₀) one_pos one_pos hα hβ (by
    rw [hp]
    rcases lt_or_gt_of_ne hx with hlt | hgt
    · exact Or.inl ⟨hlt, le_rfl⟩
    · exact Or.inr ⟨le_rfl, hgt⟩)
  simpa only [turnover, adsRate, desRate, one_mul] using h

end

end SabatierVolcano
```

```lean
#print axioms SabatierVolcano.volcano_flanks
#print axioms SabatierVolcano.volcano_maximum
#print axioms SabatierVolcano.optimal_coverage
#print axioms SabatierVolcano.unit_prefactor_maximum
```

```
'SabatierVolcano.volcano_flanks' depends on axioms: [propext, Classical.choice, Quot.sound]
'SabatierVolcano.volcano_maximum' depends on axioms: [propext, Classical.choice, Quot.sound]
'SabatierVolcano.optimal_coverage' depends on axioms: [propext, Classical.choice, Quot.sound]
'SabatierVolcano.unit_prefactor_maximum' depends on axioms: [propext, Classical.choice, Quot.sound]
```
